# The $q^2$ term in the difference of two local-field factors for one density response is fixed by their references' kinetic tails

Take a local-field factor that was defined with one reference response of the uniform electron gas, and insert it into the screening equation of another. If the two references belong to different mean squared momenta, the inverse density response comes out wrong by an amount that does not vanish at large wavevector $q$. Two correct local-field factors for the same gas can likewise drift apart as $q^2$, and knowing the coefficient helps to tell a change of reference from a real disagreement.

The theorems below give that coefficient for static reference responses whose large-$q$ tails have an assumed form. Within this static linear-response model, this matters when local-field factors, or the exchange-correlation kernels built from them, are compared or transferred.

## The kinetic tail and the screening equation

```lean
import Mathlib

open Filter
open scoped Real Topology

namespace LocalFieldKineticGrowth

noncomputable section
```

The expression `Tendsto f atTop (𝓝 a)` says that $f(q)\to a$ as $q\to\infty$. Opening `Filter` and `Topology` makes this notation available.

```lean
/-- The response `X` has the large-wavevector tail
`-q² X = 4n + 16 n m / (3 q²) + o(1/q²)`, with density `n` and mean squared momentum `m`
(atomic units). -/
def HasKineticTail (n m : ℝ) (X : ℝ → ℝ) : Prop :=
  Tendsto (fun q : ℝ => q ^ 2 * (-(q ^ 2 * X q) - 4 * n)) atTop (𝓝 (16 * n * m / 3))
```

For density $n$ and a real number $m$, the response $X(q)$ has a kinetic tail if

$$q^2\bigl(-q^2X(q)-4n\bigr)\to \frac{16nm}{3},\qquad\text{that is,}\qquad -q^2X=4n+\frac{16nm}{3q^2}+o(q^{-2}).$$

Atomic units are used. The number $m$ stands for the mean squared momentum $\langle p^2\rangle$ per particle. In an independent-particle response with an isotropic momentum distribution, expanding the energy denominators $q^2/2+\mathbf p\cdot\mathbf q$ at large $q$ produces this term, with the factor $1/3$ coming from the angular average. The file takes the tail as a hypothesis and contains neither a momentum distribution nor a Hamiltonian.

```lean
/-- The screening equation `X = Y + Y v (1 - G) X` at wavevector `q ≠ 0`, with the Coulomb
interaction `v = 4π/q²`, reference response `Y` and local-field factor `G`. -/
def Screening (X Y G : ℝ → ℝ) (q : ℝ) : Prop :=
  X q = Y q + Y q * (4 * π / q ^ 2 * (1 - G q)) * X q
```

With the Coulomb interaction $v=4\pi/q^2$, a reference response $Y$ and a local-field factor $G$, the full response $X$ obeys

$$X=Y+Y\,v(1-G)\,X.$$

All three are real functions of one real variable, which suits a static, isotropic response. `Screening X Y G q` is this equation at a single wavevector.

```lean
/-- For nonzero responses, the screening equation is equivalent to
`4π G/q² = 1/X - 1/Y + 4π/q²`. -/
theorem screening_iff {X Y G : ℝ → ℝ} {q : ℝ} (hq : q ≠ 0) (hX : X q ≠ 0) (hY : Y q ≠ 0) :
    Screening X Y G q ↔ 4 * π * G q / q ^ 2 = 1 / X q - 1 / Y q + 4 * π / q ^ 2 := by
  unfold Screening
  have key : X q - (Y q + Y q * (4 * π / q ^ 2 * (1 - G q)) * X q)
      = X q * Y q * (4 * π * G q / q ^ 2 - (1 / X q - 1 / Y q + 4 * π / q ^ 2)) := by
    field_simp
    ring
  constructor
  · intro h
    have h0 := key.symm.trans (sub_eq_zero.mpr h)
    exact sub_eq_zero.mp ((mul_eq_zero.mp h0).resolve_left (mul_ne_zero hX hY))
  · intro h
    apply sub_eq_zero.mp
    rw [key, h, sub_self, mul_zero]
```

Where $X$ and $Y$ are nonzero, the equation can be divided by $XY$:

$$\frac1Y=\frac1X+v(1-G)\quad\Longleftrightarrow\quad \frac{4\pi G}{q^2}=\frac1X-\frac1Y+\frac{4\pi}{q^2}.$$

The proof puts this into one identity, `key`: the difference of the two sides of the screening equation is $XY$ times the difference of the two sides of the inverse formula. `field_simp` clears the denominators and `ring` finishes the algebra. Since $XY\neq0$, one difference vanishes exactly when the other does.

The inverse formula could itself have served as the definition of $G$. The main proof would then be shorter, because $1/X$ cancels on subtraction whether or not $X$ vanishes. But the link to screening would be left to the reader, and at a zero of $X$ the formula would silently use Lean's value $1/0=0$. Starting from the screening equation avoids both.

## From the tail to the inverse response

```lean
/-- A response with the kinetic tail for density `n` satisfies `q² X → -4n` at large wavevector. -/
theorem tendsto_sq_mul_response {n m : ℝ} {X : ℝ → ℝ} (h : HasKineticTail n m X) :
    Tendsto (fun q : ℝ => q ^ 2 * X q) atTop (𝓝 (-(4 * n))) := by
  unfold HasKineticTail at h
  have hinv : Tendsto (fun q : ℝ => (q ^ 2)⁻¹) atTop (𝓝 0) :=
    tendsto_inv_atTop_zero.comp (tendsto_pow_atTop two_ne_zero)
  have h1 := ((h.mul hinv).add_const (4 * n)).neg
  have e : -(16 * n * m / 3 * 0 + 4 * n) = -(4 * n) := by ring
  rw [e] at h1
  refine h1.congr' ?_
  filter_upwards [eventually_gt_atTop (0 : ℝ)] with q hq
  have hs : q ^ 2 * (q ^ 2)⁻¹ = 1 := mul_inv_cancel₀ (pow_ne_zero 2 hq.ne')
  linear_combination (-(-(q ^ 2 * X q) - 4 * n)) * hs
```

Write $A(q)=q^2(-q^2X-4n)$. It has a finite limit, so $A(q)/q^2\to0$. But $A(q)/q^2=-q^2X-4n$ for $q>0$, and therefore $q^2X\to-4n$. In Lean, `h.mul hinv` is the multiplication by $1/q^2$; adding $4n$ and changing the sign give the result.

```lean
/-- At positive density a response with the kinetic tail is nonzero at all sufficiently large
wavevectors. -/
theorem eventually_response_ne_zero {n m : ℝ} {X : ℝ → ℝ} (hn : 0 < n)
    (h : HasKineticTail n m X) : ∀ᶠ q in atTop, X q ≠ 0 := by
  have hne : -(4 * n) ≠ 0 := neg_ne_zero.mpr (by positivity)
  filter_upwards [(tendsto_sq_mul_response h).eventually_ne hne] with q hq
  exact right_ne_zero_of_mul hq
```

If $n>0$, the limit $-4n$ is nonzero, so $q^2X$ is nonzero from some wavevector onwards, and so is $X$. The quantifier `∀ᶠ q in atTop` means "for all sufficiently large $q$". Nonvanishing of the reference responses is thus derived from the tail.

```lean
/-- For a response with the kinetic tail at positive density, the inverse response tends to `m/(3n)`
once its term `-q²/(4n)` is removed. -/
theorem tendsto_inverse_response {n m : ℝ} {X : ℝ → ℝ} (hn : 0 < n)
    (h : HasKineticTail n m X) :
    Tendsto (fun q : ℝ => 1 / X q + q ^ 2 / (4 * n)) atTop (𝓝 (m / (3 * n))) := by
  have hl := tendsto_sq_mul_response h
  have hX := eventually_response_ne_zero hn h
  unfold HasKineticTail at h
  have h4 : 4 * n ≠ 0 := by positivity
  have h1 := h.neg.div (hl.const_mul (4 * n)) (mul_ne_zero h4 (neg_ne_zero.mpr h4))
  have e : -(16 * n * m / 3) / (4 * n * -(4 * n)) = m / (3 * n) := by
    rw [div_eq_div_iff (mul_ne_zero h4 (neg_ne_zero.mpr h4)) (by positivity)]
    ring
  rw [e] at h1
  refine h1.congr' ?_
  filter_upwards [eventually_gt_atTop (0 : ℝ), hX] with q hq hXq
  have hd : 4 * n * (q ^ 2 * X q) ≠ 0 := mul_ne_zero h4 (mul_ne_zero (by positivity) hXq)
  simp only [Pi.div_apply]
  rw [div_add_div _ _ hXq h4, div_eq_div_iff hd (mul_ne_zero hXq h4)]
  ring
```

The inverse response diverges as $-q^2/(4n)$. Adding $q^2/(4n)$ leaves a finite limit:

$$\frac1X+\frac{q^2}{4n}=\frac{4n+q^2X}{4nX}=\frac{-A(q)}{4n\,(q^2X)}\;\to\;\frac{-16nm/3}{4n\,(-4n)}=\frac{m}{3n}.$$

The proof follows the same route. `h.neg.div` forms the last quotient and its limit, `e` simplifies the constant, and the final lines identify the quotient with the left-hand side at large $q$.

## The difference of the two local fields

```lean
/-- Two local-field factors that give the same full response from reference responses with
mean squared momenta `m₀` and `m₁` satisfy `(G₀ - G₁)/q² → (m₁ - m₀)/(12πn)`. -/
theorem tendsto_localField_difference {n m₀ m₁ : ℝ} {X X₀ X₁ G₀ G₁ : ℝ → ℝ} (hn : 0 < n)
    (h₀ : HasKineticTail n m₀ X₀) (h₁ : HasKineticTail n m₁ X₁)
    (s₀ : ∀ᶠ q in atTop, Screening X X₀ G₀ q) (s₁ : ∀ᶠ q in atTop, Screening X X₁ G₁ q) :
    Tendsto (fun q : ℝ => (G₀ q - G₁ q) / q ^ 2) atTop
      (𝓝 ((m₁ - m₀) / (12 * π * n))) := by
  have hπ : 4 * π ≠ 0 := by positivity
  have h := ((tendsto_inverse_response hn h₁).sub
    (tendsto_inverse_response hn h₀)).div_const (4 * π)
  have e : (m₁ / (3 * n) - m₀ / (3 * n)) / (4 * π) = (m₁ - m₀) / (12 * π * n) := by
    rw [← sub_div, div_div]
    congr 1
    ring
  rw [e] at h
  refine h.congr' ?_
  filter_upwards [eventually_gt_atTop (0 : ℝ), eventually_response_ne_zero hn h₀,
    eventually_response_ne_zero hn h₁, s₀, s₁] with q hq hX₀ hX₁ t₀ t₁
  -- a vanishing full response would force the reference response to vanish
  have hX : X q ≠ 0 := by
    intro hz
    unfold Screening at t₀
    rw [hz, mul_zero, add_zero] at t₀
    exact hX₀ t₀.symm
  have e₀ := (screening_iff hq.ne' hX hX₀).mp t₀
  have e₁ := (screening_iff hq.ne' hX hX₁).mp t₁
  rw [div_eq_iff hπ]
  linear_combination e₁ - e₀
```

Let $X_0$ and $X_1$ be references with the same density $n>0$ and tail parameters $m_0$ and $m_1$. Let $G_0$ and $G_1$ turn them into the same full response $X$ at all sufficiently large $q$. Then

$$\frac{G_0-G_1}{q^2}\to\frac{m_1-m_0}{12\pi n}.$$

First, $X$ is nonzero at large $q$: if $X(q)=0$, the screening equation reduces to $0=X_0(q)$, which the tail excludes. The inverse formula therefore holds for both references. On subtraction, $1/X$ and $4\pi/q^2$ cancel:

$$\frac{4\pi(G_0-G_1)}{q^2}=\frac1{X_1}-\frac1{X_0}=\Bigl(\frac1{X_1}+\frac{q^2}{4n}\Bigr)-\Bigl(\frac1{X_0}+\frac{q^2}{4n}\Bigr)\to\frac{m_1-m_0}{3n}.$$

Division by $4\pi$ gives the claim. In the code, `.sub` and `.div_const` build this limit, and `linear_combination e₁ - e₀` subtracts the two inverse formulas.

The device that joins the limit to the algebra is `congr'`. It carries a limit from one function to another, provided that the two agree for all sufficiently large $q$. `filter_upwards` supplies that agreement: it takes several facts, each true beyond some wavevector of its own, and hands over a single $q$ at which all of them hold. Here these are $q>0$, the nonvanishing of both references and the two screening equations. What remains is ordinary algebra at one wavevector, and nothing is asked of the responses at small $q$.

The same algebra gives the size of the error described at the start. Putting $G_1$ into the equation for $X_0$ shifts the inverse response by $4\pi(G_1-G_0)/q^2$, which tends to $(m_0-m_1)/(3n)$. This is an absolute error. If $q^2X\to-4n$, as for the references, then $1/X$ itself grows as $q^2$ and the relative error falls off as $1/q^2$.

```lean
/-- The two local-field factors differ by less than order `q²` exactly when the two mean
squared momenta agree. -/
theorem difference_subquadratic_iff {n m₀ m₁ : ℝ} {X X₀ X₁ G₀ G₁ : ℝ → ℝ} (hn : 0 < n)
    (h₀ : HasKineticTail n m₀ X₀) (h₁ : HasKineticTail n m₁ X₁)
    (s₀ : ∀ᶠ q in atTop, Screening X X₀ G₀ q) (s₁ : ∀ᶠ q in atTop, Screening X X₁ G₁ q) :
    Tendsto (fun q : ℝ => (G₀ q - G₁ q) / q ^ 2) atTop (𝓝 0) ↔ m₀ = m₁ := by
  have h := tendsto_localField_difference hn h₀ h₁ s₀ s₁
  constructor
  · intro hz
    have hd : 12 * π * n ≠ 0 := by positivity
    have e := (div_eq_zero_iff.mp (tendsto_nhds_unique h hz)).resolve_right hd
    linarith
  · intro hm
    rw [hm, sub_self, zero_div] at h
    exact h
```

Under the same hypotheses, $(G_0-G_1)/q^2\to0$ exactly when $m_0=m_1$. A function has only one limit at infinity, so a zero limit forces $(m_1-m_0)/(12\pi n)=0$; `tendsto_nhds_unique` is that uniqueness. The converse is substitution. Equal parameters remove the quadratic term, but $G_0-G_1$ may still grow more slowly than $q^2$.

```lean
/-- If the second reference response has the larger mean squared momentum, then `G₀ - G₁`
grows without bound at large wavevector. -/
theorem difference_tendsto_atTop {n m₀ m₁ : ℝ} {X X₀ X₁ G₀ G₁ : ℝ → ℝ} (hn : 0 < n)
    (hm : m₀ < m₁) (h₀ : HasKineticTail n m₀ X₀) (h₁ : HasKineticTail n m₁ X₁)
    (s₀ : ∀ᶠ q in atTop, Screening X X₀ G₀ q) (s₁ : ∀ᶠ q in atTop, Screening X X₁ G₁ q) :
    Tendsto (fun q : ℝ => G₀ q - G₁ q) atTop atTop := by
  have hc : 0 < (m₁ - m₀) / (12 * π * n) := div_pos (sub_pos.mpr hm) (by positivity)
  have hsq : Tendsto (fun q : ℝ => q ^ 2) atTop atTop := tendsto_pow_atTop two_ne_zero
  refine ((tendsto_localField_difference hn h₀ h₁ s₀ s₁).pos_mul_atTop hc hsq).congr' ?_
  filter_upwards [eventually_gt_atTop (0 : ℝ)] with q hq
  exact div_mul_cancel₀ _ (pow_ne_zero 2 hq.ne')
```

If $m_1>m_0$, then $G_0-G_1\to+\infty$. The ratio $(G_0-G_1)/q^2$ has a positive limit, and multiplying it by $q^2\to\infty$ gives a divergent product. `pos_mul_atTop` is this rule.

```lean
/-- With kinetic energies per particle `t₀` and `t₁` (so that `m = 2t`), if `G₁` grows more
slowly than `q²`, then `G₀/q² → (t₁ - t₀)/(6πn)`. -/
theorem kinetic_energy_growth {n t₀ t₁ : ℝ} {X X₀ X₁ G₀ G₁ : ℝ → ℝ} (hn : 0 < n)
    (h₀ : HasKineticTail n (2 * t₀) X₀) (h₁ : HasKineticTail n (2 * t₁) X₁)
    (s₀ : ∀ᶠ q in atTop, Screening X X₀ G₀ q) (s₁ : ∀ᶠ q in atTop, Screening X X₁ G₁ q)
    (hG : Tendsto (fun q : ℝ => G₁ q / q ^ 2) atTop (𝓝 0)) :
    Tendsto (fun q : ℝ => G₀ q / q ^ 2) atTop (𝓝 ((t₁ - t₀) / (6 * π * n))) := by
  have h := (tendsto_localField_difference hn h₀ h₁ s₀ s₁).add hG
  have e : (2 * t₁ - 2 * t₀) / (12 * π * n) + 0 = (t₁ - t₀) / (6 * π * n) := by
    rw [add_zero, div_eq_div_iff (by positivity) (by positivity)]
    ring
  rw [e] at h
  refine h.congr fun q => ?_
  ring
```

With kinetic energies per particle $t_j=m_j/2$ for $j=0,1$, and the further hypothesis $G_1/q^2\to0$,

$$\frac{G_0}{q^2}=\frac{G_0-G_1}{q^2}+\frac{G_1}{q^2}\to\frac{2t_1-2t_0}{12\pi n}=\frac{t_1-t_0}{6\pi n}.$$

This is the form of the quadratic growth associated with Holas. In that reading, $X_0$ is the response of the ideal gas and $X_1$ is built with the momentum distribution of the interacting gas, so that $t_1-t_0$ is the correlation part of the kinetic energy per particle. The slower growth of $G_1$ enters as the hypothesis `hG`; for the real electron gas it would have to come from many-body theory.

## An explicit pair of responses

```lean
/-- A model response consisting of the first two terms of the large-wavevector tail,
for `q ≠ 0`. -/
def modelResponse (n m q : ℝ) : ℝ := -(4 * n / q ^ 2 * (1 + 4 * m / (3 * q ^ 2)))
```

The model response keeps just the first two terms of the tail:

$$X_{\rm mod}(q;m)=-\frac{4n}{q^2}\Bigl(1+\frac{4m}{3q^2}\Bigr).$$

It is an algebraic example and is not meant to describe the gas at small $q$.

```lean
/-- The local-field factor that turns the model response with `m₀` into the one with `m₁`,
after Coulomb screening; for `q ≠ 0`, `n > 0` and `m₀, m₁ ≥ 0`. -/
def modelLocalField (n m₀ m₁ q : ℝ) : ℝ :=
  1 + q ^ 2 / (4 * π) * (1 / modelResponse n m₁ q - 1 / modelResponse n m₀ q)
```

Take the model response with $m_1$ as both the full response and the second reference, and the one with $m_0$ as the first reference. Solving the inverse formula for $G_0$ gives

$$G_0(q)=1+\frac{q^2}{4\pi}\Bigl(\frac1{X_{\rm mod}(q;m_1)}-\frac1{X_{\rm mod}(q;m_0)}\Bigr).$$

```lean
/-- The model responses have the kinetic tail, and the full response `modelResponse n m₁`
solves both screening equations, with `G₀ = modelLocalField n m₀ m₁` and `G₁ = 1`. -/
theorem localField_witness {n m₀ m₁ : ℝ} (hn : 0 < n) (hm₀ : 0 ≤ m₀) (hm₁ : 0 ≤ m₁) :
    HasKineticTail n m₀ (modelResponse n m₀) ∧ HasKineticTail n m₁ (modelResponse n m₁) ∧
    ∀ q : ℝ, 0 < q →
      Screening (modelResponse n m₁) (modelResponse n m₀) (modelLocalField n m₀ m₁) q ∧
      Screening (modelResponse n m₁) (modelResponse n m₁) (fun _ => 1) q := by
  have tail : ∀ m : ℝ, HasKineticTail n m (modelResponse n m) := by
    intro m
    unfold HasKineticTail
    refine tendsto_const_nhds.congr' ?_
    filter_upwards [eventually_gt_atTop (0 : ℝ)] with q hq
    unfold modelResponse
    field_simp
    ring
  have ne : ∀ m q : ℝ, 0 ≤ m → 0 < q → modelResponse n m q ≠ 0 := by
    intro m q hm hq
    unfold modelResponse
    exact neg_ne_zero.mpr (by positivity)
  refine ⟨tail m₀, tail m₁, fun q hq => ⟨?_, ?_⟩⟩
  · refine (screening_iff hq.ne' (ne m₁ q hm₁ hq) (ne m₀ q hm₀ hq)).mpr ?_
    have hq2 : q ^ 2 ≠ 0 := pow_ne_zero 2 hq.ne'
    have hc : q ^ 2 / (4 * π) * (4 * π) = q ^ 2 := div_mul_cancel₀ _ (by positivity)
    unfold modelLocalField
    rw [add_div' _ _ _ hq2, div_left_inj' hq2]
    linear_combination (1 / modelResponse n m₁ q - 1 / modelResponse n m₀ q) * hc
  · unfold Screening
    ring

end

end LocalFieldKineticGrowth
```

For $n>0$ and $m_0,m_1\ge0$, these functions satisfy the hypotheses of the main theorem. The tail expression equals $16nm/3$ at every $q>0$, so its limit is immediate. Nonnegative $m$ keeps the responses nonzero at every $q>0$, and `screening_iff` turns the formula for $G_0$ back into the screening equation. For the second reference, $G_1=1$ switches off the term $v(1-G_1)$, and the equation reads $X=X$. Since $1/q^2\to0$, this choice also meets the growth condition on $G_1$ in `kinetic_energy_growth`.

```lean
#print axioms LocalFieldKineticGrowth.tendsto_localField_difference
-- 'LocalFieldKineticGrowth.tendsto_localField_difference' depends on axioms: [propext, Classical.choice, Quot.sound]
#print axioms LocalFieldKineticGrowth.difference_subquadratic_iff
-- 'LocalFieldKineticGrowth.difference_subquadratic_iff' depends on axioms: [propext, Classical.choice, Quot.sound]
#print axioms LocalFieldKineticGrowth.difference_tendsto_atTop
-- 'LocalFieldKineticGrowth.difference_tendsto_atTop' depends on axioms: [propext, Classical.choice, Quot.sound]
#print axioms LocalFieldKineticGrowth.kinetic_energy_growth
-- 'LocalFieldKineticGrowth.kinetic_energy_growth' depends on axioms: [propext, Classical.choice, Quot.sound]
```
